# A polarization curve with logarithmic losses decreases strictly and has one inflection below its limiting current

Let $b, c, J > 0$ and $R \ge 0$. For a cell that delivers current, such as a fuel cell, the model voltage at current density $j$

$$V(j) = E - b\ln j - Rj + c\ln(1 - j/J)$$

is a strictly decreasing bijection from $(0,J)$ onto $\mathbb{R}$. It is strictly convex up to the current density $j^* = J/(1+\sqrt{c/b})$ and strictly concave from there on. In a steady-state simulation of this one-variable model, prescribing the voltage therefore fixes the current density, and conversely.

## The voltage and its slope

```lean
import Mathlib

open Set

namespace PolarizationCurve

noncomputable section
```

The first line loads the mathematical library Mathlib. Opening `Set` gives short names to intervals: `Ioo 0 J` is $(0,J)$, `Ioc` includes only the right end, `Ico` only the left, and `Icc` both.

```lean
/-- Cell voltage at current density `j`: a constant `E`, a logarithmic activation loss,
an ohmic loss, and a concentration loss with limiting current `J`. -/
def cellVoltage (E b c R J j : ℝ) : ℝ :=
  E - b * Real.log j - R * j + c * Real.log (1 - j / J)
```

This is $V(j)$, with all parameters real. The term $b\ln j$ is a Tafel-type activation loss, $Rj$ is the ohmic loss, and $-c\ln(1-j/J)$ is the concentration loss, which diverges at the limiting current density $J$, where transport can supply no more reactant. The coefficients $b$ and $c$ are voltages; $b$ is the Tafel slope per decade of current density divided by $\ln 10$. The number $j$ is a current density in a fixed unit, and $E$ absorbs the constant of the Tafel law: writing the loss as $b\ln(j/j_0)$ with an exchange current density $j_0$ in the same unit, $E$ is the equilibrium voltage plus $b\ln j_0$, not the open-circuit voltage. Lean's logarithm and division return values everywhere, so the theorems restrict $j$ to $(0,J)$, where both logarithms have positive arguments.

```lean
/-- Differential resistance: the sum of activation, ohmic and concentration parts. -/
def differentialResistance (b c R J j : ℝ) : ℝ := b / j + R + c / (J - j)
```

This is the differential resistance $r(j) = b/j + R + c/(J-j)$.

```lean
/-- The current density `J / (1 + √(c/b))`. -/
def inflectionCurrent (b c J : ℝ) : ℝ := J / (1 + Real.sqrt (c / b))
```

This is $j^*$. So far it is only a formula; its role as the inflection is proved below.

```lean
/-- Between zero and the limiting current, the slope of the polarization curve is minus the
differential resistance. -/
theorem hasDerivAt_cellVoltage (E b c R : ℝ) {J j : ℝ} (hj : 0 < j) (hjJ : j < J) :
    HasDerivAt (cellVoltage E b c R J) (-differentialResistance b c R J j) j := by
  have hJ : J ≠ 0 := (hj.trans hjJ).ne'
  have hd : J - j ≠ 0 := (sub_pos.2 hjJ).ne'
  have hs : 1 - j / J = (J - j) / J := by rw [sub_div, div_self hJ]
  have hne : 1 - j / J ≠ 0 := by rw [hs]; exact div_ne_zero hd hJ
  have e : -(1 / J) / (1 - j / J) = -(1 / (J - j)) := by
    rw [hs]; field_simp
  have h2 : HasDerivAt (fun x : ℝ => 1 - x / J) (-(1 / J)) j :=
    ((hasDerivAt_id' j).div_const J).const_sub 1
  have h3 : HasDerivAt (fun x : ℝ => Real.log (1 - x / J)) (-(1 / (J - j))) j :=
    (h2.log hne).congr_deriv e
  have h1 := ((Real.hasDerivAt_log hj.ne').const_mul b).const_sub E
  have h := (h1.fun_sub ((hasDerivAt_id' j).const_mul R)).fun_add (h3.const_mul c)
  exact h.congr_deriv (by unfold differentialResistance; ring)
```

The theorem says $V'(j) = -r(j)$ for $0<j<J$. Arguments in braces are inferred by Lean, and `hj` and `hjJ` name the two inequalities. By hand,

$$V'(j) = -\frac{b}{j} - R + c\,\frac{-1/J}{1-j/J} = -\frac{b}{j} - R - \frac{c}{J-j}.$$

The proof differentiates the concentration term first (`h2`, `h3`), then adds the other terms. The equation `e` is the simplification of the last fraction.

## One current density for each voltage

```lean
/-- The cell voltage falls strictly as the current density rises from zero towards its limit, both
ends excluded. -/
theorem cellVoltage_strictAntiOn (E : ℝ) {b c R J : ℝ} (hb : 0 < b) (hc : 0 < c)
    (hR : 0 ≤ R) : StrictAntiOn (cellVoltage E b c R J) (Ioo 0 J) := by
  intro x hx y hy hxy
  have hJ : 0 < J := hx.1.trans hx.2
  have h1 := mul_lt_mul_of_pos_left (Real.log_lt_log hx.1 hxy) hb
  have h2 : R * x ≤ R * y := mul_le_mul_of_nonneg_left hxy.le hR
  have h3 : x / J < y / J := (div_lt_div_iff_of_pos_right hJ).2 hxy
  have h4 : y / J < 1 := (div_lt_one hJ).2 hy.2
  have h5 := mul_lt_mul_of_pos_left
    (Real.log_lt_log (by linarith : 0 < 1 - y / J) (by linarith : 1 - y / J < 1 - x / J)) hc
  unfold cellVoltage
  linarith
```

`StrictAntiOn` means that $x<y$ implies $V(y)<V(x)$ on the given set. Take $0<x<y<J$. Then $b\ln x < b\ln y$, $Rx \le Ry$ and $c\ln(1-y/J) < c\ln(1-x/J)$. Adding the three gives the claim. These are `h1`, `h2` and `h5`, and `linarith` does the addition.

```lean
/-- Every real voltage is attained at exactly one current density between zero and the
limiting current. -/
theorem cellVoltage_bijOn (E : ℝ) {b c R J : ℝ} (hb : 0 < b) (hc : 0 < c)
    (hR : 0 ≤ R) (hJ : 0 < J) : BijOn (cellVoltage E b c R J) (Ioo 0 J) univ := by
  refine ⟨fun _ _ => mem_univ _, (cellVoltage_strictAntiOn E hb hc hR).injOn, ?_⟩
  intro v _
  -- a small current at which the voltage is at least `v`
  obtain ⟨a, ha0, haJ, haK⟩ : ∃ a : ℝ, 0 < a ∧ a ≤ J / 2 ∧
      a ≤ Real.exp ((E - R * J + c * Real.log (1 / 2) - v) / b) :=
    ⟨min (J / 2) _, lt_min (by positivity) (Real.exp_pos _), min_le_left _ _,
      min_le_right _ _⟩
  have hva : v ≤ cellVoltage E b c R J a := by
    have h1 := (le_div_iff₀ hb).1 ((Real.log_le_iff_le_exp ha0).2 haK)
    have h2 : a / J ≤ 1 / 2 := (div_le_iff₀ hJ).2 (by linarith)
    have h3 := mul_le_mul_of_nonneg_left
      (Real.log_le_log (by norm_num) (by linarith : (1 / 2 : ℝ) ≤ 1 - a / J)) hc.le
    have h4 : R * a ≤ R * J := mul_le_mul_of_nonneg_left (by linarith) hR
    unfold cellVoltage
    linarith
  -- a current close to the limit at which the voltage is at most `v`
  obtain ⟨s, hs0, hs2, hsK⟩ : ∃ s : ℝ, 0 < s ∧ s ≤ 1 / 2 ∧
      s ≤ Real.exp ((v - E + b * Real.log (J / 2)) / c) :=
    ⟨min (1 / 2) _, lt_min (by norm_num) (Real.exp_pos _), min_le_left _ _,
      min_le_right _ _⟩
  have hd : J / 2 ≤ J * (1 - s) := by nlinarith
  have hdJ : J * (1 - s) < J := by nlinarith
  have hvd : cellVoltage E b c R J (J * (1 - s)) ≤ v := by
    have h1 := (le_div_iff₀ hc).1 ((Real.log_le_iff_le_exp hs0).2 hsK)
    have h2 : 1 - J * (1 - s) / J = s := by
      rw [mul_div_cancel_left₀ _ hJ.ne']; ring
    have h3 := mul_le_mul_of_nonneg_left
      (Real.log_le_log (by positivity : 0 < J / 2) hd) hb.le
    have h4 : 0 ≤ R * (J * (1 - s)) := mul_nonneg hR (by linarith)
    unfold cellVoltage
    rw [h2]
    linarith
  have hcont : ContinuousOn (cellVoltage E b c R J) (Icc a (J * (1 - s))) := fun x hx =>
    (hasDerivAt_cellVoltage E b c R (ha0.trans_le hx.1)
      (hx.2.trans_lt hdJ)).continuousAt.continuousWithinAt
  obtain ⟨j, hj, hjv⟩ := intermediate_value_Icc' (haJ.trans hd) hcont ⟨hvd, hva⟩
  exact ⟨j, ⟨ha0.trans_le hj.1, hj.2.trans_lt hdJ⟩, hjv⟩
```

`BijOn ... univ` says that $V$ maps $(0,J)$ bijectively onto all of $\mathbb{R}$. Strict decrease gives injectivity. For surjectivity, fix a target voltage $v$ and bracket it.

For the low-current end, take
$$a = \min\!\left(\tfrac J2,\; e^{(E-RJ+c\ln(1/2)-v)/b}\right).$$
Then $b\ln a \le E-RJ+c\ln\frac12-v$. Since $Ra\le RJ$ and $1-a/J\ge\frac12$,
$$V(a) \ge E-b\ln a-RJ+c\ln\tfrac12 \ge v.$$

For the other end, take
$$s = \min\!\left(\tfrac12,\; e^{(v-E+b\ln(J/2))/c}\right), \qquad d = J(1-s).$$
Then $1-d/J=s$ and $d\ge J/2$, so
$$V(d) \le E-b\ln\tfrac J2+c\ln s \le v.$$

Since $a\le J/2\le d<J$ and $V$ is continuous on $[a,d]$, the intermediate value theorem supplies a $j$ with $V(j)=v$. In the code, `hva` and `hvd` are the two voltage bounds, and continuity comes from the derivative.

The same bracket serves in a numerical solver: bisection on $[a,d]$ finds the current density for a prescribed voltage. Close to the limit it is better to solve for $s=1-j/J$, because in floating point $1-s$ rounds to 1 when $s$ is very small.

## Where the curvature changes

```lean
/-- The inflection current divides the limiting current in the ratio fixed by the square
roots of the two logarithmic loss coefficients. -/
theorem inflectionCurrent_balance {b c : ℝ} (J : ℝ) (hb : 0 < b) (hc : 0 < c) :
    inflectionCurrent b c J * (Real.sqrt b + Real.sqrt c) = J * Real.sqrt b := by
  have hp := Real.sqrt_pos.2 hb
  have hq := Real.sqrt_pos.2 hc
  have h : 1 + Real.sqrt c / Real.sqrt b = (Real.sqrt b + Real.sqrt c) / Real.sqrt b := by
    rw [add_div, div_self hp.ne']
  have hpq : Real.sqrt b + Real.sqrt c ≠ 0 := (add_pos hp hq).ne'
  unfold inflectionCurrent
  rw [Real.sqrt_div hc.le, h, div_div_eq_mul_div]
  field_simp
```

The identity is $j^*(\sqrt b+\sqrt c)=J\sqrt b$. It follows from $\sqrt{c/b}=\sqrt c/\sqrt b$ on clearing the fraction. Rearranged, it is the balance $\sqrt c\,j^*=\sqrt b\,(J-j^*)$.

```lean
/-- Difference of the differential resistances at two current densities, in factored form. -/
theorem differentialResistance_sub (b c R : ℝ) {J x y : ℝ} (hx : x ∈ Ioo 0 J)
    (hy : y ∈ Ioo 0 J) :
    differentialResistance b c R J x - differentialResistance b c R J y =
      (y - x) * (b * ((J - x) * (J - y)) - c * (x * y)) /
        (x * y * ((J - x) * (J - y))) := by
  have h1 : x ≠ 0 := hx.1.ne'
  have h2 : y ≠ 0 := hy.1.ne'
  have h3 : J - x ≠ 0 := (sub_pos.2 hx.2).ne'
  have h4 : J - y ≠ 0 := (sub_pos.2 hy.2).ne'
  unfold differentialResistance
  rw [eq_div_iff (by positivity)]
  field_simp
  ring
```

For $x,y\in(0,J)$, subtracting the resistances cancels $R$:

$$r(x)-r(y)=\frac{b(y-x)}{xy}-\frac{c(y-x)}{(J-x)(J-y)}
=\frac{(y-x)\,[\,b(J-x)(J-y)-cxy\,]}{xy(J-x)(J-y)}.$$

Lean clears the denominators with `field_simp` and checks the remaining polynomial identity with `ring`.

```lean
/-- The polarization curve is a strictly decreasing bijection from the positive currents below the
limit onto all real voltages, strictly convex up to the inflection current and strictly concave
after it. -/
theorem polarization_curve (E : ℝ) {b c R J : ℝ} (hb : 0 < b) (hc : 0 < c)
    (hR : 0 ≤ R) (hJ : 0 < J) :
    StrictAntiOn (cellVoltage E b c R J) (Ioo 0 J) ∧
    BijOn (cellVoltage E b c R J) (Ioo 0 J) univ ∧
    inflectionCurrent b c J ∈ Ioo 0 J ∧
    StrictConvexOn ℝ (Ioc 0 (inflectionCurrent b c J)) (cellVoltage E b c R J) ∧
    StrictConcaveOn ℝ (Ico (inflectionCurrent b c J) J) (cellVoltage E b c R J) := by
  have hp := Real.sqrt_pos.2 hb
  have hq := Real.sqrt_pos.2 hc
  have hpb := Real.mul_self_sqrt hb.le
  have hqc := Real.mul_self_sqrt hc.le
  have hbal := inflectionCurrent_balance J hb hc
  have hr : 0 < Real.sqrt (c / b) := Real.sqrt_pos.2 (div_pos hc hb)
  have hi0 : 0 < inflectionCurrent b c J := div_pos hJ (by linarith)
  have hiJ : inflectionCurrent b c J < J := div_lt_self hJ (by linarith)
  have hcont : ∀ x ∈ Ioo 0 J, ContinuousAt (cellVoltage E b c R J) x := fun x hx =>
    (hasDerivAt_cellVoltage E b c R hx.1 hx.2).continuousAt
  refine ⟨cellVoltage_strictAntiOn E hb hc hR, cellVoltage_bijOn E hb hc hR hJ,
    ⟨hi0, hiJ⟩, ?_, ?_⟩
  · -- before the inflection the slope increases
    refine StrictMonoOn.strictConvexOn_of_deriv (convex_Ioc _ _)
      (fun x hx => (hcont x ⟨hx.1, hx.2.trans_lt hiJ⟩).continuousWithinAt) ?_
    rw [interior_Ioc]
    intro x hx y hy hxy
    have hx' : x ∈ Ioo 0 J := ⟨hx.1, hx.2.trans hiJ⟩
    have hy' : y ∈ Ioo 0 J := ⟨hy.1, hy.2.trans hiJ⟩
    have key : ∀ z < inflectionCurrent b c J, Real.sqrt c * z < Real.sqrt b * (J - z) := by
      intro z hz
      have := mul_lt_mul_of_pos_right hz (add_pos hp hq)
      linarith
    have hm := mul_lt_mul'' (key x hx.2) (key y hy.2)
      (mul_nonneg hq.le hx.1.le) (mul_nonneg hq.le hy.1.le)
    have hn : 0 < b * ((J - x) * (J - y)) - c * (x * y) := by
      rw [← hpb, ← hqc]; linarith
    have hpos := div_pos (mul_pos (sub_pos.2 hxy) hn)
      (mul_pos (mul_pos hx'.1 hy'.1) (mul_pos (sub_pos.2 hx'.2) (sub_pos.2 hy'.2)))
    rw [← differentialResistance_sub b c R hx' hy'] at hpos
    rw [(hasDerivAt_cellVoltage E b c R hx'.1 hx'.2).deriv,
      (hasDerivAt_cellVoltage E b c R hy'.1 hy'.2).deriv]
    linarith
  · -- after the inflection the slope decreases
    refine StrictAntiOn.strictConcaveOn_of_deriv (convex_Ico _ _)
      (fun x hx => (hcont x ⟨hi0.trans_le hx.1, hx.2⟩).continuousWithinAt) ?_
    rw [interior_Ico]
    intro x hx y hy hxy
    have hx' : x ∈ Ioo 0 J := ⟨hi0.trans hx.1, hx.2⟩
    have hy' : y ∈ Ioo 0 J := ⟨hi0.trans hy.1, hy.2⟩
    have key : ∀ z > inflectionCurrent b c J, Real.sqrt b * (J - z) < Real.sqrt c * z := by
      intro z hz
      have := mul_lt_mul_of_pos_right hz (add_pos hp hq)
      linarith
    have hm := mul_lt_mul'' (key x hx.1) (key y hy.1)
      (mul_nonneg hp.le (sub_pos.2 hx.2).le) (mul_nonneg hp.le (sub_pos.2 hy.2).le)
    have hn : b * ((J - x) * (J - y)) - c * (x * y) < 0 := by
      rw [← hpb, ← hqc]; linarith
    have hneg := div_neg_of_neg_of_pos (mul_neg_of_pos_of_neg (sub_pos.2 hxy) hn)
      (mul_pos (mul_pos hx'.1 hy'.1) (mul_pos (sub_pos.2 hx'.2) (sub_pos.2 hy'.2)))
    rw [← differentialResistance_sub b c R hx' hy'] at hneg
    rw [(hasDerivAt_cellVoltage E b c R hx'.1 hx'.2).deriv,
      (hasDerivAt_cellVoltage E b c R hy'.1 hy'.2).deriv]
    linarith
```

The symbol `∧` means "and". The five conclusions are strict decrease, bijectivity, $0<j^*<J$, strict convexity on $(0,j^*]$ and strict concavity on $[j^*,J)$.

The first two are already proved, and $j^*$ lies inside because its denominator exceeds 1. For convexity, let $0<x<y<j^*$. The balance gives $\sqrt c\,z<\sqrt b\,(J-z)$ for every $z<j^*$, which is `key`. Multiplying the inequalities for $z=x$ and $z=y$ gives

$$cxy<b(J-x)(J-y).$$

Hence $r(x)>r(y)$, so $V'(x)<V'(y)$: the slope increases. Above $j^*$ the inequalities reverse and the slope decreases. Mathlib turns a strictly monotone derivative in the interior, together with continuity on the whole interval, into strict convexity or concavity. This is why $j^*$ can belong to both intervals.

## The smallest resistance and the loaded cell

```lean
/-- The differential resistance is at least `R + (√b + √c)² / J`, with equality exactly at
the inflection current. -/
theorem differentialResistance_min {b c J j : ℝ} (R : ℝ) (hb : 0 < b) (hc : 0 < c)
    (hj : j ∈ Ioo 0 J) :
    R + (Real.sqrt b + Real.sqrt c) ^ 2 / J ≤ differentialResistance b c R J j ∧
    (differentialResistance b c R J j = R + (Real.sqrt b + Real.sqrt c) ^ 2 / J ↔
      j = inflectionCurrent b c J) := by
  have hbal := inflectionCurrent_balance J hb hc
  have hpq := add_pos (Real.sqrt_pos.2 hb) (Real.sqrt_pos.2 hc)
  have hj0 : 0 < j := hj.1
  have hJ : 0 < J := hj.1.trans hj.2
  have hd : 0 < J - j := sub_pos.2 hj.2
  have hden : 0 < J * j * (J - j) := by positivity
  -- the excess over the bound is a perfect square over a positive denominator
  have hsq : differentialResistance b c R J j - (R + (Real.sqrt b + Real.sqrt c) ^ 2 / J) =
      (J * Real.sqrt b - j * (Real.sqrt b + Real.sqrt c)) ^ 2 / (J * j * (J - j)) := by
    have gen : ∀ p q : ℝ, p ^ 2 / j + R + q ^ 2 / (J - j) - (R + (p + q) ^ 2 / J) =
        (J * p - j * (p + q)) ^ 2 / (J * j * (J - j)) := by
      intro p q
      have hd' : J - j ≠ 0 := hd.ne'
      rw [eq_div_iff hden.ne']
      field_simp
      ring
    have h := gen (Real.sqrt b) (Real.sqrt c)
    rw [Real.sq_sqrt hb.le, Real.sq_sqrt hc.le] at h
    exact h
  refine ⟨?_, ?_, ?_⟩
  · have := div_nonneg (sq_nonneg (J * Real.sqrt b - j * (Real.sqrt b + Real.sqrt c))) hden.le
    linarith
  · intro h
    rw [h, sub_self, eq_comm, div_eq_zero_iff] at hsq
    have h0 := pow_eq_zero_iff (two_ne_zero) |>.1 (hsq.resolve_right hden.ne')
    exact mul_right_cancel₀ hpq.ne' (by linarith)
  · intro h
    have h0 : J * Real.sqrt b - j * (Real.sqrt b + Real.sqrt c) = 0 := by
      rw [h]; linarith
    rw [h0] at hsq
    norm_num at hsq
    linarith
```

For every $j\in(0,J)$,

$$r(j)\ge R+\frac{(\sqrt b+\sqrt c)^2}{J},$$

with equality if and only if (`↔`) $j=j^*$. To see this, write $p=\sqrt b$ and $q=\sqrt c$. Multiplying the excess over the bound by $Jj(J-j)$ gives

$$Jp^2(J-j)+Jq^2j-(p+q)^2j(J-j)=\bigl(Jp-j(p+q)\bigr)^2.$$

The excess is thus a square over a positive denominator, which is `hsq`. It vanishes exactly when $j(p+q)=Jp$, and by the balance identity this means $j=j^*$.

```lean
/-- A cell connected to an ohmic load `ρ ≥ 0` has exactly one operating current density
between zero and the limiting current. -/
theorem existsUnique_operating_current (E : ℝ) {b c R J ρ : ℝ} (hb : 0 < b) (hc : 0 < c)
    (hR : 0 ≤ R) (hJ : 0 < J) (hρ : 0 ≤ ρ) :
    ∃! j, j ∈ Ioo 0 J ∧ cellVoltage E b c R J j = ρ * j := by
  -- the load acts as an additional internal resistance
  have hload : ∀ j, cellVoltage E b c (R + ρ) J j = cellVoltage E b c R J j - ρ * j := by
    intro j; unfold cellVoltage; ring
  have hbij := cellVoltage_bijOn E hb hc (add_nonneg hR hρ) hJ
  obtain ⟨j, hj, hj0⟩ := hbij.surjOn (mem_univ (0 : ℝ))
  refine ⟨j, ⟨hj, by linarith [hload j]⟩, ?_⟩
  rintro k ⟨hk, hk0⟩
  exact hbij.injOn hk hj (by linarith [hload k])

end

end PolarizationCurve
```

`∃!` means "there is exactly one". For an ohmic load $\rho\ge0$, expressed like $R$ as an area-specific resistance (resistance times cell area), there is exactly one $j\in(0,J)$ with $V(j)=\rho j$. The case $\rho=0$ is the short circuit. Writing $V_R$ for the voltage with internal resistance $R$,

$$V_{R+\rho}(j)=V_R(j)-\rho j.$$

An operating point is therefore a zero of $V_{R+\rho}$, and the bijection, applied with $R+\rho$ in place of $R$, provides exactly one. The identity is `hload`.

```lean
#print axioms PolarizationCurve.polarization_curve
-- 'PolarizationCurve.polarization_curve' depends on axioms: [propext, Classical.choice, Quot.sound]
#print axioms PolarizationCurve.differentialResistance_min
-- 'PolarizationCurve.differentialResistance_min' depends on axioms: [propext, Classical.choice, Quot.sound]
#print axioms PolarizationCurve.existsUnique_operating_current
-- 'PolarizationCurve.existsUnique_operating_current' depends on axioms: [propext, Classical.choice, Quot.sound]
```

## The low-current end of the model

The voltage grows without bound as $j\to0$ because the Tafel-type logarithm is used down to zero current, where a real cell has a finite open-circuit voltage. The parameters are also held constant: temperature, composition and time dependence do not enter, and the logarithmic loss terms are assumed, not derived from kinetics or transport.

Another model replaces $b\ln j$ by $b\,\operatorname{arsinh}(j/(2j_0))$ with an exchange current density $j_0>0$. The voltage at $j=0$ is then finite, and for $0\le j<J$ only voltages up to that value are reached. The curve starts out concave, since $V''(0)=-c/J^2$, so the curvature statement and the formula for $j^*$ would have to change. These consequences come from a short side calculation and are not among the theorems above.
